# All leapfrog trajectories under a fixed Hermitian Hamiltonian in finite dimension are bounded exactly when |τE| < 1 for every eigenvalue E

Take one energy mode with amplitude c_k at step k, and let y = τE be the time step times the energy, with ħ = 1. The leapfrog rule is

c_(k+2) = c_k − 2iy c_(k+1).

Set y = 1 and start from c_0 = 0, c_1 = 1. The next values are

c_2 = −2i, c_3 = −3, c_4 = 4i.

The modulus grows by one per step, although the exact evolution of this mode only rotates its phase. Each new amplitude is the difference between c_k and a term of modulus 2|c_(k+1)|. For this start, that term is just large enough at |y| = 1 to keep the modulus growing.

## A conserved quadratic form and the limit |y| = 1

For every real y, each solution conserves

J_k = |c_k|² + |c_(k+1)|² + 2y Im(conj(c_k) c_(k+1)),

and this form satisfies

J_k ≥ (1 − |y|)(|c_k|² + |c_(k+1)|²).

All solutions are therefore bounded when |y| < 1. When |y| ≥ 1, some solution is unbounded. For a Hermitian H on a finite-dimensional space, the scheme

ψ_(k+2) = ψ_k − 2iτ Hψ_(k+1)

has only bounded trajectories if and only if |τE| < 1 for every eigenvalue E.

## Choosing the time step from a spectral bound

A code that propagates the time-dependent Schrödinger equation by second-order differencing, with a fixed Hermitian matrix H, can use this condition to choose its time step: in exact arithmetic it guarantees a bounded trajectory from every pair of starting vectors. If R is an upper bound on all |E|, then |τ|R < 1 is sufficient. The whole discretised spectrum counts, including energies that the intended initial state barely populates or does not populate at all: where |τE| ≥ 1, even a tiny amplitude can grow without bound, and rounding can supply one.

## Conservation, boundedness and growth by hand

Write a = c_k, b = c_(k+1) and d = c_(k+2) = a − 2iyb. Then

|d|² = |a|² + 4y²|b|² + 4y Im(conj(a) b),

Im(conj(b) d) = −Im(conj(a) b) − 2y|b|².

Inserting both into J_(k+1) = |b|² + |d|² + 2y Im(conj(b) d), the terms in y²|b|² cancel and J_k remains.

For the lower bound, use

2|Im(conj(a) b)| ≤ 2|a||b| ≤ |a|² + |b|².

Hence, when |y| < 1,

|c_k|² ≤ J_0/(1 − |y|).

Now let |y| ≥ 1 and c_0 = 0. The recurrence and the triangle inequality give

2|y||c_(k+1)| = |c_k − c_(k+2)| ≤ |c_k| + |c_(k+2)|.

Since |y| ≥ 1, it follows that

|c_(k+2)| − |c_(k+1)| ≥ |c_(k+1)| − |c_k|.

The increments of the modulus never fall below the first one, |c_1|, so |c_k| ≥ k|c_1|.

At |y| = 1 put r = −iy, so that r² = −1. The sequence k r^k is a solution because

k r^k + 2r(k+1)r^(k+1) = [k − 2(k+1)]r^k = −(k+2)r^k = (k+2)r^(k+2).

Its modulus is exactly k.

For the Hamiltonian, choose an orthonormal eigenbasis b_i with energies E_i. Because H is Hermitian, ⟨b_i, Hψ⟩ = E_i⟨b_i, ψ⟩, so each amplitude ⟨b_i, ψ_k⟩ obeys the scalar rule with y = τE_i. If every |τE_i| < 1, each amplitude has a bound C_i, and ‖ψ_k‖ ≤ Σ_i C_i. Conversely, if |τE| ≥ 1 for an eigenvector v, the scalar solution starting from 0 and 1, multiplied by v, is an unbounded trajectory.

The same algebra gives a neighbouring result for the full state vector, derived here by hand and not stated in the file: for Hermitian H,

‖ψ_k‖² + ‖ψ_(k+1)‖² + 2τ Im⟨ψ_k, Hψ_(k+1)⟩

is conserved. A code can monitor it using the product Hψ_(k+1) that the next step needs anyway.

## The Lean file

```lean
import Mathlib

open Complex ComplexConjugate

namespace SchrodingerLeapfrog

noncomputable section

/-- The leapfrog recurrence for the amplitude of one energy mode, where `y` is the time step
times the energy (with `ħ = 1`). -/
def IsLeapfrogMode (y : ℝ) (c : ℕ → ℂ) : Prop :=
  ∀ k, c (k + 2) = c k - 2 * I * (y : ℂ) * c (k + 1)

/-- A quadratic form in two successive amplitudes of a mode. -/
def modeInvariant (y : ℝ) (c : ℕ → ℂ) (k : ℕ) : ℝ :=
  ‖c k‖ ^ 2 + ‖c (k + 1)‖ ^ 2 + 2 * y * (conj (c k) * c (k + 1)).im

/-- The leapfrog solution with starting amplitudes `0` and `1`. -/
def kickedMode (y : ℝ) : ℕ → ℂ
  | 0 => 0
  | 1 => 1
  | k + 2 => kickedMode y k - 2 * I * (y : ℂ) * kickedMode y (k + 1)

/-- The sequence `ψ` obeys the leapfrog recurrence for the linear operator `H` with time step `τ`
(with `ħ = 1`). -/
def IsLeapfrog {V : Type*} [NormedAddCommGroup V] [InnerProductSpace ℂ V]
    (τ : ℝ) (H : V →ₗ[ℂ] V) (ψ : ℕ → V) : Prop :=
  ∀ k, ψ (k + 2) = ψ k - (2 * I * (τ : ℂ)) • H (ψ (k + 1))

/-- The quadratic form `modeInvariant` keeps its initial value along every leapfrog solution. -/
theorem modeInvariant_conserved {y : ℝ} {c : ℕ → ℂ} (h : IsLeapfrogMode y c) (k : ℕ) :
    modeInvariant y c k = modeInvariant y c 0 := by
  induction k with
  | zero => rfl
  | succ k ih =>
    rw [← ih]
    have hk : c (k + 1 + 1) = c k - 2 * I * (y : ℂ) * c (k + 1) := h k
    unfold modeInvariant
    rw [hk]
    simp only [Complex.sq_norm, Complex.normSq_apply, Complex.sub_re, Complex.sub_im,
      Complex.mul_re, Complex.mul_im, Complex.conj_re, Complex.conj_im, Complex.I_re,
      Complex.I_im, Complex.ofReal_re, Complex.ofReal_im, Complex.re_ofNat, Complex.im_ofNat]
    ring

/-- The quadratic form `modeInvariant` is at least `1 - |y|` times the sum of the squared moduli of
the two successive entries. -/
theorem modeInvariant_lower_bound (y : ℝ) (c : ℕ → ℂ) (k : ℕ) :
    (1 - |y|) * (‖c k‖ ^ 2 + ‖c (k + 1)‖ ^ 2) ≤ modeInvariant y c k := by
  have hJ : |2 * (conj (c k) * c (k + 1)).im| ≤ ‖c k‖ ^ 2 + ‖c (k + 1)‖ ^ 2 := by
    simp only [Complex.sq_norm, Complex.normSq_apply, Complex.mul_im, Complex.conj_re,
      Complex.conj_im]
    rw [abs_le]
    constructor
    · nlinarith [sq_nonneg ((c k).re + (c (k + 1)).im), sq_nonneg ((c k).im - (c (k + 1)).re)]
    · nlinarith [sq_nonneg ((c k).re - (c (k + 1)).im), sq_nonneg ((c k).im + (c (k + 1)).re)]
  have h1 := mul_le_mul_of_nonneg_left hJ (abs_nonneg y)
  rw [← abs_mul] at h1
  have h2 := neg_abs_le (y * (2 * (conj (c k) * c (k + 1)).im))
  unfold modeInvariant
  linarith

/-- For `|y| ≥ 1`, a leapfrog solution `c` with `c 0 = 0` has modulus at least `k * ‖c 1‖` at step
`k`. -/
theorem linear_growth {y : ℝ} {c : ℕ → ℂ} (h : IsLeapfrogMode y c) (hy : 1 ≤ |y|)
    (h0 : c 0 = 0) (k : ℕ) : (k : ℝ) * ‖c 1‖ ≤ ‖c k‖ := by
  -- the increments of the modulus never fall below the first one
  have inc : ∀ k, ‖c k‖ + ‖c 1‖ ≤ ‖c (k + 1)‖ := by
    intro k
    induction k with
    | zero => simp [h0]
    | succ k ih =>
      have e : 2 * I * (y : ℂ) * c (k + 1) = c k - c (k + 2) := by
        rw [h k]; ring
      have n : ‖2 * I * (y : ℂ) * c (k + 1)‖ = 2 * |y| * ‖c (k + 1)‖ := by
        simp
      have t := norm_sub_le (c k) (c (k + 2))
      rw [← e, n] at t
      have g := mul_le_mul_of_nonneg_right hy (norm_nonneg (c (k + 1)))
      change ‖c (k + 1)‖ + ‖c 1‖ ≤ ‖c (k + 2)‖
      linarith
  induction k with
  | zero => simp
  | succ k ih =>
    have := inc k
    push_cast
    linarith

/-- For `|y| ≥ 1`, the solution with starting amplitudes `0` and `1` has modulus at least `k`
after `k` steps. -/
theorem kickedMode_growth {y : ℝ} (hy : 1 ≤ |y|) (k : ℕ) : (k : ℝ) ≤ ‖kickedMode y k‖ := by
  have h := linear_growth (c := kickedMode y) (fun _ => rfl) hy rfl k
  have h1 : kickedMode y 1 = 1 := rfl
  rwa [h1, norm_one, mul_one] at h

/-- Leapfrog stability limit for one mode: all solutions are bounded if and only if
`|y| < 1`. -/
theorem mode_stable_iff (y : ℝ) :
    (∀ c : ℕ → ℂ, IsLeapfrogMode y c → ∃ C : ℝ, ∀ k, ‖c k‖ ≤ C) ↔ |y| < 1 := by
  constructor
  · intro h
    by_contra hy
    obtain ⟨C, hC⟩ := h (kickedMode y) (fun _ => rfl)
    obtain ⟨k, hk⟩ := exists_nat_gt C
    linarith [hC k, kickedMode_growth (not_lt.mp hy) k]
  · intro hy c h
    have hpos : 0 < 1 - |y| := by linarith
    refine ⟨modeInvariant y c 0 / (1 - |y|) + 1, fun k => ?_⟩
    -- the conserved form is positive definite and bounds the amplitude
    have h1 := modeInvariant_lower_bound y c k
    rw [modeInvariant_conserved h k] at h1
    have h2 : ‖c k‖ ^ 2 + ‖c (k + 1)‖ ^ 2 ≤ modeInvariant y c 0 / (1 - |y|) := by
      rw [le_div_iff₀ hpos]
      linarith
    nlinarith [sq_nonneg (‖c k‖ - 1), sq_nonneg (‖c k‖), sq_nonneg (‖c (k + 1)‖)]

/-- At the limit `|y| = 1` the sequence `k (-iy)^k` solves the leapfrog recurrence, and its
modulus after `k` steps is exactly `k`. -/
theorem marginal_mode {y : ℝ} (hy : |y| = 1) :
    IsLeapfrogMode y (fun k => (k : ℂ) * (-I * (y : ℂ)) ^ k) ∧
      ∀ k : ℕ, ‖(k : ℂ) * (-I * (y : ℂ)) ^ k‖ = k := by
  constructor
  · have hy2 : y ^ 2 = 1 := by rw [← sq_abs, hy, one_pow]
    have hyc : (y : ℂ) ^ 2 = 1 := by exact_mod_cast hy2
    obtain ⟨r, hr⟩ : ∃ r : ℂ, r = -I * (y : ℂ) := ⟨_, rfl⟩
    -- the two characteristic roots coincide in `r`, with `r ^ 2 = -1`
    have hr2 : r ^ 2 = -1 := by
      rw [hr, mul_pow, hyc, neg_sq, Complex.I_sq, mul_one]
    rw [← hr]
    intro k
    change ((k + 2 : ℕ) : ℂ) * r ^ (k + 2)
      = (k : ℂ) * r ^ k - 2 * I * (y : ℂ) * (((k + 1 : ℕ) : ℂ) * r ^ (k + 1))
    push_cast
    linear_combination (-(k : ℂ) * r ^ k) * hr2 + (2 * ((k : ℂ) + 1) * r ^ (k + 1)) * hr
  · intro k
    simp [norm_pow, hy]

/-- Leapfrog stability limit for a Hamiltonian on a finite-dimensional state space: all
trajectories are bounded if and only if `|τ E| < 1` for every energy eigenvalue `E`. -/
theorem leapfrog_stable_iff {V : Type*} [NormedAddCommGroup V] [InnerProductSpace ℂ V]
    [FiniteDimensional ℂ V] (τ : ℝ) (H : V →ₗ[ℂ] V) (hH : H.IsSymmetric) :
    (∀ ψ : ℕ → V, IsLeapfrog τ H ψ → ∃ C : ℝ, ∀ k, ‖ψ k‖ ≤ C) ↔
      ∀ (E : ℝ) (v : V), v ≠ 0 → H v = (E : ℂ) • v → |τ * E| < 1 := by
  constructor
  · intro h E v hv hE
    by_contra hy
    -- an unstable mode carried by the eigenvector
    obtain ⟨C, hC⟩ := h (fun k => kickedMode (τ * E) k • v) (by
      intro k
      change (kickedMode (τ * E) k - 2 * I * ((τ * E : ℝ) : ℂ) * kickedMode (τ * E) (k + 1)) • v
        = kickedMode (τ * E) k • v - (2 * I * (τ : ℂ)) • H (kickedMode (τ * E) (k + 1) • v)
      rw [map_smul, hE]
      push_cast
      module)
    have hvpos : 0 < ‖v‖ := norm_pos_iff.mpr hv
    obtain ⟨k, hk⟩ := exists_nat_gt (C / ‖v‖)
    rw [div_lt_iff₀ hvpos] at hk
    have h1 := hC k
    rw [norm_smul] at h1
    have h2 := mul_le_mul_of_nonneg_right (kickedMode_growth (not_lt.mp hy) k) hvpos.le
    linarith
  · intro h ψ hψ
    let b := hH.eigenvectorBasis rfl
    let E := hH.eigenvalues rfl
    have hb : ∀ i, H (b i) = ((E i : ℝ) : ℂ) • b i := fun i => hH.apply_eigenvectorBasis rfl i
    have hn : ∀ i, ‖b i‖ = 1 := fun i => b.orthonormal.1 i
    -- each amplitude in the energy eigenbasis is a stable mode
    have hbd : ∀ i, ∃ C : ℝ, ∀ k, ‖inner ℂ (b i) (ψ k)‖ ≤ C := by
      intro i
      have hi : b i ≠ 0 := by
        intro h0
        have := hn i
        simp [h0] at this
      refine (mode_stable_iff (τ * E i)).mpr (h (E i) (b i) hi (hb i))
        (fun k => inner ℂ (b i) (ψ k)) ?_
      intro k
      change inner ℂ (b i) (ψ (k + 2)) = inner ℂ (b i) (ψ k)
        - 2 * I * ((τ * E i : ℝ) : ℂ) * inner ℂ (b i) (ψ (k + 1))
      rw [hψ k, inner_sub_right, inner_smul_right, ← hH (b i), hb i, inner_smul_left,
        Complex.conj_ofReal]
      push_cast
      ring
    choose C hC using hbd
    refine ⟨∑ i, C i, fun k => ?_⟩
    calc ‖ψ k‖ = ‖∑ i, inner ℂ (b i) (ψ k) • b i‖ := by rw [b.sum_repr']
      _ ≤ ∑ i, ‖inner ℂ (b i) (ψ k) • b i‖ := norm_sum_le _ _
      _ ≤ ∑ i, C i := by
        refine Finset.sum_le_sum fun i _ => ?_
        rw [norm_smul, hn i, mul_one]
        exact hC i k

end

end SchrodingerLeapfrog
```

```lean
#print axioms SchrodingerLeapfrog.marginal_mode
#print axioms SchrodingerLeapfrog.leapfrog_stable_iff
```

```
'SchrodingerLeapfrog.marginal_mode' depends on axioms: [propext, Classical.choice, Quot.sound]
'SchrodingerLeapfrog.leapfrog_stable_iff' depends on axioms: [propext, Classical.choice, Quot.sound]
```

## How the theorems read, and how they are proved

`IsLeapfrogMode y c` says that the complex sequence `c` obeys the scalar rule at every natural-number step. `IsLeapfrog τ H ψ` says the same for state vectors. Both starting values are free, so the theorems also cover starts that do not approximate a physical first step. `H.IsSymmetric` is the Hermitian condition ⟨Hx, z⟩ = ⟨x, Hz⟩. In `leapfrog_stable_iff`, an energy is a real `E` with a nonzero vector `v` satisfying `H v = (E : ℂ) • v`.

`modeInvariant_conserved` proceeds by induction: it substitutes the recurrence, expands into real and imaginary parts, and closes with `ring`. `modeInvariant_lower_bound` obtains the bound on the cross term from sums of squares. `linear_growth` first proves the increment inequality `inc`, then adds up the increments; `kickedMode_growth` applies it to the start 0, 1.

`mode_stable_iff` combines the two directions. Its bound on the modulus is J_0/(1 − |y|) + 1, which avoids a square root and is looser than the estimate above. `marginal_mode` checks the solution k(−iy)^k using r² = −1. In `leapfrog_stable_iff`, `eigenvectorBasis` supplies the modes, and the final `calc` block sums their bounds.

## What a bounded trajectory leaves open

Boundedness is not accuracy: the theorems give no phase error and do not say that ‖ψ_k‖ is constant. For some starting values, such as 0 and 1, the bound obtained from J_0 also grows without limit as |y| approaches 1. At and beyond the limit, the theorems provide an unbounded solution, not growth of every solution; at |y| = 1, for instance, r^k solves the recurrence with constant modulus. For |y| > 1 the linear estimate is only a lower bound on the growth.

The Hamiltonian is fixed in time, Hermitian and finite-dimensional, and the arithmetic is exact. Time-dependent fields, absorbing potentials and rounding errors are not covered.
